# Ellipsoidal 1s trial states miss the four Rydbergs of the two-dimensional exciton

For every mass ratio $g\ge 0$ and all radii $a,b>0$, the energy of an ellipsoidal 1s exciton satisfies
$$E(g,a,b)=\frac13\left(\frac{2}{a^2}+\frac{g}{b^2}\right)-2\,C(a,b)>-\frac{3\pi^2}{8}\approx-3.70,\qquad C(a,b)=\int_0^1\frac{dt}{\sqrt{a^2(1-t^2)+b^2t^2}}.$$
At $g=0$ the bound is the infimum over all ellipsoids. At $g=1$ the minimum is $-1$, reached at $a=b=1$.

Here $a$ is the in-plane radius and $b$ the axial one. Energies are in effective Rydbergs and lengths in effective Bohr radii, both formed with the in-plane reduced mass; $g$ is the in-plane reduced mass divided by the axial one. Four Rydbergs is the binding energy of the ideal two-dimensional exciton, which the exact ground state of this model approaches as $g\to0$; that is background here, and the theorem compares only with the number $-4$. Within the effective-mass model with isotropic screening, a variational calculation restricted to these ellipsoids therefore underbinds by at least $0.29$ Rydbergs in that limit.

## The energy of a stretched 1s state

Take $H=-\partial_x^2-\partial_y^2-g\,\partial_z^2-2/r$ and $\psi\propto\exp\left(-\sqrt{(x^2+y^2)/a^2+z^2/b^2}\right)$. Rescaling the coordinates makes $\psi$ the spherical 1s state of unit radius. Each direction then carries one third of its unit kinetic energy, which gives $2/(3a^2)+g/(3b^2)$. The scaled radius has mean inverse $1$, and averaging over the direction cosine $t$ leaves $\langle 1/r\rangle=C(a,b)$.

**Equal in-plane and axial reduced masses ($g=1$).** Write $R=a^2(1-t^2)+b^2t^2$, which is positive on $[0,1]$. From $(R^{-1/2}-1)^2\ge0$ we get $2R^{-1/2}\le1+1/R$. Moreover,
$$\left(\frac{1-t^2}{a^2}+\frac{t^2}{b^2}\right)R=1+t^2(1-t^2)\left(\frac ab-\frac ba\right)^2\ge1,$$
so $1/R\le(1-t^2)/a^2+t^2/b^2$. Integration gives $2C\le1+(2/a^2+1/b^2)/3$, that is, $E(1,a,b)\ge-1$. The unit sphere has $E=1-2=-1$.

**The lower bound.** If $b<a$, put $b=a\sqrt{1-k^2}$ with $0<k<1$. Then $R=a^2(1-k^2t^2)$ and
$$C=\frac1a\int_0^1\frac{dt}{\sqrt{1-k^2t^2}}=\frac{\arcsin k}{ak}.$$
Jordan's inequality, $\sin x>2x/\pi$ for $0<x<\pi/2$, at $x=\arcsin k$ gives $C<\pi/(2a)$. If $b\ge a$, then $R\ge a^2$ and $C\le1/a<\pi/(2a)$. Since $g/b^2\ge0$,
$$E>\frac{2}{3a^2}-\frac{\pi}{a}=\frac23\left(\frac1a-\frac{3\pi}4\right)^2-\frac{3\pi^2}8\ge-\frac{3\pi^2}8.$$
This exceeds $-4$ because $\pi^2<32/3$.

**Sharpness.** Fix $1/a=3\pi/4$ and let $k\to1$. Then $C\to\pi/(2a)$ and $E(0,a,b)\to-3\pi^2/8$. The strict bound shows that the value is not attained. For small positive $g$, first choose $k$ close to $1$, then take $g$ so small that $g/(3b^2)$ is negligible.

**A numerical case.** Let $g=0$ and $b=a/2$. Then $k=\sqrt3/2$, $\arcsin k=\pi/3$ and $C=2\pi/(3\sqrt3\,a)\approx1.209/a$. Minimising $2/(3a^2)-2.418/a$ gives $a\approx0.551$ and $E=-2\pi^2/9\approx-2.19$. The best sphere at $g=0$ gives only $-1.5$.

## The functional in Lean

The file works with real numbers and Mathlib's interval integral.

```lean
import Mathlib

open Real Filter Topology

namespace WannierMottEllipsoid

noncomputable section
```

`coulombMean a b` is $C(a,b)$.

```lean
/-- Mean inverse electron-hole distance of an ellipsoidal 1s exciton with in-plane radius `a`
and axial radius `b`, as an integral over the direction cosine `t` (domain `a, b > 0`). -/
def coulombMean (a b : ℝ) : ℝ :=
  ∫ t in (0 : ℝ)..1, 1 / √(a ^ 2 * (1 - t ^ 2) + b ^ 2 * t ^ 2)
```

`energy g a b` is $E(g,a,b)$. It is a definition: the Hamiltonian and the wave function do not appear in the file, so the step from them to this formula rests on the derivation above. The radii are arbitrary reals here, and the theorems add the hypotheses of positivity.

```lean
/-- Energy of the ellipsoidal exciton in effective Rydbergs, where `g` is the ratio of in-plane
to axial reduced mass (domain `a, b > 0`). -/
def energy (g a b : ℝ) : ℝ :=
  (2 / a ^ 2 + g / b ^ 2) / 3 - 2 * coulombMean a b
```

Positivity of $R$ is proved separately at $t=0$, where only $a$ contributes, and for $t>0$, where the axial term is positive.

```lean
/-- The squared length under the root is positive in every direction. -/
theorem radicand_pos {a b t : ℝ} (ha : 0 < a) (hb : 0 < b) (ht : t ∈ Set.Icc (0 : ℝ) 1) :
    0 < a ^ 2 * (1 - t ^ 2) + b ^ 2 * t ^ 2 := by
  rcases eq_or_lt_of_le ht.1 with h | h
  · rw [← h]
    nlinarith [pow_pos ha 2]
  · have h1 : 0 ≤ 1 - t ^ 2 := by nlinarith [ht.1, ht.2]
    have h2 := mul_nonneg (sq_nonneg a) h1
    have h3 := mul_pos (pow_pos hb 2) (pow_pos h 2)
    linarith
```

The integrand is therefore continuous on $[0,1]$, hence integrable.

```lean
/-- The integrand of the mean inverse distance is integrable for positive radii. -/
theorem coulomb_integrable {a b : ℝ} (ha : 0 < a) (hb : 0 < b) :
    IntervalIntegrable (fun t : ℝ => 1 / √(a ^ 2 * (1 - t ^ 2) + b ^ 2 * t ^ 2))
      MeasureTheory.volume 0 1 := by
  apply ContinuousOn.intervalIntegrable
  rw [Set.uIcc_of_le zero_le_one]
  refine ContinuousOn.div continuousOn_const (Continuous.continuousOn (by fun_prop)) ?_
  intro t ht
  exact (Real.sqrt_pos.2 (radicand_pos ha hb ht)).ne'
```

For a sphere, $R$ is constant and the integral is $1/a$.

```lean
/-- Energy of a spherical exciton of radius `a`. -/
theorem energy_sphere (g : ℝ) {a : ℝ} (ha : 0 < a) :
    energy g a a = (2 + g) / (3 * a ^ 2) - 2 / a := by
  have h : ∀ t : ℝ, a ^ 2 * (1 - t ^ 2) + a ^ 2 * t ^ 2 = a ^ 2 := fun t => by ring
  unfold energy coulombMean
  simp only [h, Real.sqrt_sq ha.le, intervalIntegral.integral_const, smul_eq_mul]
  ring
```

## The isotropic minimum

The statement pairs a lower bound over all ellipsoids with the value at the unit sphere. In the proof, `hI` integrates $c+dt^2$, `hconv` is the convexity step, and `hq` is the square $(R^{-1/2}-1)^2\ge0$. `hmono` integrates the resulting pointwise inequality.

```lean
/-- For equal masses in all directions, the least energy over all ellipsoids is minus one
Rydberg, and the sphere of unit radius has this energy. -/
theorem isotropic_minimum :
    (∀ a b : ℝ, 0 < a → 0 < b → -1 ≤ energy 1 a b) ∧ energy 1 1 1 = -1 := by
  refine ⟨fun a b ha hb => ?_, by rw [energy_sphere 1 one_pos]; norm_num⟩
  have hI : ∀ c d : ℝ, ∫ t in (0 : ℝ)..1, (c + d * t ^ 2) = c + d / 3 := by
    intro c d
    have h1 : IntervalIntegrable (fun _ : ℝ => c) MeasureTheory.volume 0 1 :=
      continuous_const.intervalIntegrable _ _
    have h2 : IntervalIntegrable (fun t : ℝ => d * t ^ 2) MeasureTheory.volume 0 1 :=
      Continuous.intervalIntegrable (by fun_prop) _ _
    rw [intervalIntegral.integral_add h1 h2, intervalIntegral.integral_const,
      intervalIntegral.integral_const_mul, integral_pow, smul_eq_mul]
    push_cast
    ring
  have hmono := intervalIntegral.integral_mono_on (zero_le_one' ℝ)
    ((coulomb_integrable ha hb).const_mul 2)
    (Continuous.intervalIntegrable (by fun_prop :
      Continuous fun t : ℝ => (1 + 1 / a ^ 2) + (1 / b ^ 2 - 1 / a ^ 2) * t ^ 2) 0 1)
    (fun t ht => by
      have hR := radicand_pos ha hb ht
      have hu : 0 ≤ 1 - t ^ 2 := by nlinarith [ht.1, ht.2]
      -- convexity of the reciprocal
      have hconv : 1 / (a ^ 2 * (1 - t ^ 2) + b ^ 2 * t ^ 2)
          ≤ (1 - t ^ 2) / a ^ 2 + t ^ 2 / b ^ 2 := by
        rw [div_le_iff₀ hR]
        have e : ((1 - t ^ 2) / a ^ 2 + t ^ 2 / b ^ 2) * (a ^ 2 * (1 - t ^ 2) + b ^ 2 * t ^ 2)
            = 1 + t ^ 2 * (1 - t ^ 2) * (a / b - b / a) ^ 2 := by
          field_simp
          ring
        rw [e]
        have := mul_nonneg (mul_nonneg (sq_nonneg t) hu) (sq_nonneg (a / b - b / a))
        linarith
      have hs : (1 / √(a ^ 2 * (1 - t ^ 2) + b ^ 2 * t ^ 2)) ^ 2
          = 1 / (a ^ 2 * (1 - t ^ 2) + b ^ 2 * t ^ 2) := by
        rw [div_pow, one_pow, Real.sq_sqrt hR.le]
      have hq := sq_nonneg (1 / √(a ^ 2 * (1 - t ^ 2) + b ^ 2 * t ^ 2) - 1)
      have e2 : (1 - t ^ 2) / a ^ 2 + t ^ 2 / b ^ 2
          = 1 / a ^ 2 + (1 / b ^ 2 - 1 / a ^ 2) * t ^ 2 := by ring
      linarith [sub_sq (1 / √(a ^ 2 * (1 - t ^ 2) + b ^ 2 * t ^ 2)) 1])
  rw [intervalIntegral.integral_const_mul, hI] at hmono
  have e3 : (2 / a ^ 2 + 1 / b ^ 2) / 3
      = 1 / a ^ 2 + (1 / b ^ 2 - 1 / a ^ 2) / 3 := by ring
  unfold energy coulombMean
  linarith
```

## Oblate and prolate shapes

The closed form comes from the fundamental theorem of calculus with antiderivative $\arcsin(tk)/(ak)$. The condition $k<1$ keeps $tk$ away from the endpoint where the arcsine loses its derivative.

```lean
/-- Closed form of the mean inverse distance for an oblate exciton of eccentricity `k`. -/
theorem coulombMean_oblate {a k : ℝ} (ha : 0 < a) (hk : 0 < k) (hk1 : k < 1) :
    coulombMean a (a * √(1 - k ^ 2)) = arcsin k / (a * k) := by
  have hk2 : 0 < 1 - k ^ 2 := by nlinarith
  have hb : 0 < a * √(1 - k ^ 2) := mul_pos ha (Real.sqrt_pos.2 hk2)
  have hderiv : ∀ t ∈ Set.uIcc (0 : ℝ) 1,
      HasDerivAt (fun s : ℝ => arcsin (s * k) / (a * k))
        (1 / √(a ^ 2 * (1 - t ^ 2) + (a * √(1 - k ^ 2)) ^ 2 * t ^ 2)) t := by
    intro t ht
    rw [Set.uIcc_of_le zero_le_one] at ht
    have h0 : 0 ≤ t * k := mul_nonneg ht.1 hk.le
    have h1 : t * k < 1 := by nlinarith [ht.2]
    have hR : √(a ^ 2 * (1 - t ^ 2) + (a * √(1 - k ^ 2)) ^ 2 * t ^ 2)
        = a * √(1 - (t * k) ^ 2) := by
      have e : a ^ 2 * (1 - t ^ 2) + (a * √(1 - k ^ 2)) ^ 2 * t ^ 2
          = a ^ 2 * (1 - (t * k) ^ 2) := by
        rw [mul_pow, Real.sq_sqrt hk2.le]
        ring
      rw [e, Real.sqrt_mul (sq_nonneg a), Real.sqrt_sq ha.le]
    have hl : HasDerivAt (fun s : ℝ => s * k) k t := hasDerivAt_mul_const k
    have ho : HasDerivAt arcsin (1 / √(1 - (t * k) ^ 2)) ((fun s : ℝ => s * k) t) :=
      Real.hasDerivAt_arcsin (by linarith : -1 < t * k).ne' h1.ne
    refine HasDerivAt.congr_deriv ((ho.comp t hl).div_const (a * k)) ?_
    rw [hR, mul_div_mul_right _ _ hk.ne', div_div, mul_comm a]
  unfold coulombMean
  rw [intervalIntegral.integral_eq_sub_of_hasDerivAt hderiv (coulomb_integrable ha hb)]
  simp
```

The next proof splits at $b<a$. The oblate branch recovers $k$ from $b/a$ and applies Jordan's inequality, `Real.mul_lt_sin`; the other branch, which includes the sphere, compares the integrand with $1/a$.

```lean
/-- The mean inverse distance stays strictly below `π / (2 a)` at every positive thickness. -/
theorem coulombMean_lt {a b : ℝ} (ha : 0 < a) (hb : 0 < b) :
    coulombMean a b < π / (2 * a) := by
  have h2a : 0 < 2 * a := by linarith
  rcases lt_or_ge b a with hba | hab
  · -- oblate case: Jordan's inequality for the sine
    have hq0 : 0 < b / a := div_pos hb ha
    have hq1 : b / a < 1 := (div_lt_one ha).2 hba
    have hp : 0 < 1 - (b / a) ^ 2 := by nlinarith
    obtain ⟨k, hk, hksq⟩ : ∃ k : ℝ, 0 < k ∧ k ^ 2 = 1 - (b / a) ^ 2 :=
      ⟨√(1 - (b / a) ^ 2), Real.sqrt_pos.2 hp, Real.sq_sqrt hp.le⟩
    have hk1 : k < 1 := by nlinarith [pow_pos hq0 2]
    have hbk : b = a * √(1 - k ^ 2) := by
      rw [hksq, sub_sub_cancel, Real.sqrt_sq hq0.le, mul_div_cancel₀ _ ha.ne']
    rw [hbk, coulombMean_oblate ha hk hk1, div_lt_div_iff₀ (mul_pos ha hk) h2a]
    have h := Real.mul_lt_sin (Real.arcsin_pos.2 hk) (Real.arcsin_lt_pi_div_two.2 hk1)
    rw [Real.sin_arcsin (by linarith) hk1.le, div_mul_eq_mul_div,
      div_lt_iff₀ Real.pi_pos] at h
    nlinarith [mul_pos ha (sub_pos.2 h)]
  · -- prolate case: every distance is at least that of the sphere of radius `a`
    have hle : coulombMean a b ≤ ∫ _t in (0 : ℝ)..1, 1 / a := by
      refine intervalIntegral.integral_mono_on zero_le_one (coulomb_integrable ha hb)
        (continuous_const.intervalIntegrable _ _) (fun t _ => ?_)
      refine one_div_le_one_div_of_le ha ((Real.le_sqrt' ha).2 ?_)
      have hsq : 0 ≤ b ^ 2 - a ^ 2 := by nlinarith
      nlinarith [mul_nonneg hsq (sq_nonneg t)]
    rw [intervalIntegral.integral_const, smul_eq_mul, sub_zero, one_mul] at hle
    refine hle.trans_lt ?_
    rw [div_lt_div_iff₀ ha h2a]
    nlinarith [Real.pi_gt_three]
```

## Approaching the bound

Given a tolerance `ε`, this lemma supplies a threshold `g₀` below which some ellipsoid has energy less than $-3\pi^2/8+\varepsilon$. Continuity at $k=1$ yields an admissible $k<1$ that uses half the tolerance, and `g₀` $=3\varepsilon b^2/2$ keeps the axial kinetic term below the other half. Negative `g` is also allowed, which is harmless, since it only lowers the energy.

```lean
/-- For every small enough mass ratio `g`, some ellipsoid has energy within `ε` of
`-3π²/8` Rydbergs or below. -/
theorem small_ratio_approach {ε : ℝ} (hε : 0 < ε) :
    ∃ g₀ > 0, ∀ g < g₀, ∃ a b : ℝ, 0 < a ∧ 0 < b ∧ energy g a b < -(3 * π ^ 2 / 8) + ε := by
  obtain ⟨a, ha, hinv⟩ : ∃ a : ℝ, 0 < a ∧ 1 / a = 3 * π / 4 :=
    ⟨4 / (3 * π), by positivity, by rw [one_div_div]⟩
  have hc : ContinuousAt (fun k : ℝ => 2 / a ^ 2 / 3 - 2 * (arcsin k / (a * k))) 1 :=
    ContinuousAt.sub continuousAt_const (ContinuousAt.mul continuousAt_const
      (ContinuousAt.div Real.continuous_arcsin.continuousAt (by fun_prop)
        (by simpa using ha.ne')))
  have hv : 2 / a ^ 2 / 3 - 2 * (arcsin 1 / (a * 1)) < -(3 * π ^ 2 / 8) + ε / 2 := by
    have e : 2 / a ^ 2 / 3 - 2 * (π / 2 / (a * 1)) = 2 / 3 * (1 / a) ^ 2 - π * (1 / a) := by
      ring
    rw [Real.arcsin_one, e, hinv]
    nlinarith
  -- flatten the ellipsoid: eccentricity tends to one from below
  have h1 := (hc.tendsto.eventually_lt_const hv).filter_mono
    (nhdsWithin_le_nhds (s := Set.Iio (1 : ℝ)))
  have h2 : ∀ᶠ k in 𝓝[<] (1 : ℝ), k ∈ Set.Ioo (0 : ℝ) 1 := Ioo_mem_nhdsLT zero_lt_one
  obtain ⟨k, hk, hk0, hk1⟩ := (h1.and h2).exists
  have hb : 0 < a * √(1 - k ^ 2) := mul_pos ha (Real.sqrt_pos.2 (by nlinarith))
  refine ⟨3 * ε / 2 * (a * √(1 - k ^ 2)) ^ 2, by positivity, fun g hg =>
    ⟨a, a * √(1 - k ^ 2), ha, hb, ?_⟩⟩
  have hgb := (div_lt_iff₀ (pow_pos hb 2)).2 hg
  unfold energy
  rw [coulombMean_oblate ha hk0 hk1, add_div]
  linarith
```

The final theorem has three parts: the strict bound for all $g\ge0$, the infimum at $g=0$, and the comparison with $-4$. `IsGLB` says that $-3\pi^2/8$ is the greatest lower bound of the set of energies. The first part completes the square by giving `nlinarith` the square of $1/a-3\pi/4$. For the second, any lower bound `m` lies below $-3\pi^2/8+\varepsilon$ for every $\varepsilon>0$, by the previous lemma at $g=0$.

```lean
/-- Every ellipsoidal exciton with `g ≥ 0` lies strictly above `-3π²/8` Rydbergs, which is the
infimum at `g = 0` and is itself above minus four Rydbergs. -/
theorem ellipsoid_misses_four_rydbergs :
    (∀ g a b : ℝ, 0 ≤ g → 0 < a → 0 < b → -(3 * π ^ 2 / 8) < energy g a b) ∧
    IsGLB {E : ℝ | ∃ a b : ℝ, 0 < a ∧ 0 < b ∧ E = energy 0 a b} (-(3 * π ^ 2 / 8)) ∧
    -4 < -(3 * π ^ 2 / 8) := by
  have hlow : ∀ g a b : ℝ, 0 ≤ g → 0 < a → 0 < b → -(3 * π ^ 2 / 8) < energy g a b := by
    intro g a b hg ha hb
    have h := coulombMean_lt ha hb
    have hgb : 0 ≤ g / b ^ 2 := by positivity
    have e1 : 2 / a ^ 2 = 2 * (1 / a) ^ 2 := by ring
    have e2 : π / (2 * a) = π * (1 / a) / 2 := by ring
    rw [e2] at h
    unfold energy
    rw [e1]
    -- complete the square in the inverse radius
    nlinarith [sq_nonneg (1 / a - 3 * π / 4)]
  refine ⟨hlow, ⟨?_, ?_⟩, ?_⟩
  · rintro E ⟨a, b, ha, hb, rfl⟩
    exact (hlow 0 a b le_rfl ha hb).le
  · intro m hm
    refine le_of_forall_pos_le_add fun ε hε => ?_
    obtain ⟨g₀, hg₀, h⟩ := small_ratio_approach hε
    obtain ⟨a, b, ha, hb, hE⟩ := h 0 hg₀
    exact (hm ⟨a, b, ha, hb, rfl⟩).trans hE.le
  · nlinarith [Real.pi_lt_d2, Real.pi_pos]

end

end WannierMottEllipsoid
```

```lean
#print axioms WannierMottEllipsoid.isotropic_minimum
#print axioms WannierMottEllipsoid.ellipsoid_misses_four_rydbergs
```

```
'WannierMottEllipsoid.isotropic_minimum' depends on axioms: [propext, Classical.choice, Quot.sound]
'WannierMottEllipsoid.ellipsoid_misses_four_rydbergs' depends on axioms: [propext, Classical.choice, Quot.sound]
```
